# Thermal average of a squared proton overlap and the H/D ratio of gating factors

## Question

Take a proton vibrational overlap $S(r)=S_0e^{-\alpha r}$ with prefactor $S_0$ and decay constant $\alpha$, and let the donor-acceptor displacement $r$ follow the normalised Boltzmann distribution proportional to $e^{-Kr^2/(2T)}$, with force constant $K>0$ and temperature $T>0$ in energy units ($k_B=1$). Then $\langle S^2\rangle=S_0^2e^{2\alpha^2T/K}$. For decay constants $\alpha_D>\alpha_H>0$ of deuteron and proton and the same $K$ for both, the H/D ratio of the gating factors $e^{2\alpha^2T/K}$ is below 1 and strictly decreasing in $T$. How can this be stated and proved in Lean 4 with Mathlib?

## Answer

### The model in Lean

All quantities are real and $k_B=1$, so $T$ is an energy. `weight K T r` is $w(r)=e^{-Kr^2/(2T)}$ without normalisation, and `thermalAvg K T f` supplies it as $\langle f\rangle=\int fw\,dr\big/\int w\,dr$, with Lebesgue integrals over the whole real line. `overlap S0 α r` is $S(r)$ and `avgSqOverlap` is $\langle S^2\rangle$. The `gatingFactor` $G(\alpha)$ is defined as this average at $S_0=1$, so its exponential form is derived, and `gatingRatio` is $R(T)=G(\alpha_H)/G(\alpha_D)$ with one $K$ for both isotopes. `effectiveDisplacement` is the mean $\bar r=\int rS^2w\,dr\big/\int S^2w\,dr$ under the normalised weight proportional to $S^2w$.

In a golden-rule rate for electronically nonadiabatic proton-coupled electron transfer, with an electronic coupling that does not depend on the proton coordinate, the squared overlap enters as a factor, and $\langle S^2\rangle$ is its average for one pair of vibrational states and a single classical harmonic gating coordinate. The exponential form of $S$ and the Gaussian weight are assumed for every real $r$, including arbitrarily strong compression. The rate itself, with its coupling and activation factor, does not appear in the file.

### Derivation

The Gaussian integral $\int e^{-br^2}dr=\sqrt{\pi/b}$ with $b=K/(2T)>0$ gives
$$Z=\int w\,dr=\sqrt{2\pi T/K}>0 .$$
Set $m=2\alpha T/K$. Expanding the square,
$$-\frac{K(r+m)^2}{2T}=-\frac{Kr^2}{2T}-2\alpha r-\frac{2\alpha^2T}{K},$$
because $Km/T=2\alpha$ and $Km^2/(2T)=2\alpha^2T/K$. Since $S^2w=S_0^2e^{-2\alpha r-Kr^2/(2T)}$, this yields
$$S(r)^2w(r)=C\,w(r+m),\qquad C=S_0^2e^{2\alpha^2T/K}.$$
A shift does not change the integral, so $\int S^2w\,dr=CZ$ and $\langle S^2\rangle=C$.

With $S_0=1$, $G(\alpha)=e^{2\alpha^2T/K}$ and
$$R(T)=\exp\!\left(-\frac{2(\alpha_D^2-\alpha_H^2)T}{K}\right).$$
As $e^x<1$ exactly when $x<0$, and $T/K>0$, the ratio is below 1 exactly when $\alpha_H^2<\alpha_D^2$. For $\alpha_D>\alpha_H>0$ this holds, since $\alpha_D^2-\alpha_H^2=(\alpha_D-\alpha_H)(\alpha_D+\alpha_H)>0$. Write $\Delta=2(\alpha_D^2-\alpha_H^2)>0$. For $0<T_1<T_2$ one has $-\Delta T_2/K<-\Delta T_1/K$, hence $R(T_2)<R(T_1)$.

With nonzero prefactors $S_H,S_D$ in place of $S_0$, the averages $\langle S^2\rangle_H$ and $\langle S^2\rangle_D$ satisfy
$$\frac{\langle S^2\rangle_H}{\langle S^2\rangle_D}=\exp\!\left(\ln\frac{S_H^2}{S_D^2}-\frac{\Delta T}{K}\right).$$
For $\Delta>0$ the exponent is negative exactly when $T>K\ln(S_H^2/S_D^2)/\Delta$.

For the mean displacement write $r=(r+m)-m$ and substitute $u=r+m$:
$$\int rS^2w\,dr=C\int\big(u\,w(u)-m\,w(u)\big)\,du=C\,(0-mZ),$$
since $u\,w(u)$ is odd and integrable. For $S_0\neq0$, division by $CZ\neq0$ gives $\bar r=-2\alpha T/K$.

### The file

```lean
import Mathlib

open MeasureTheory Real

namespace ProtonGating

noncomputable section

/-- Boltzmann weight `exp(-K r²/(2T))` of a harmonic donor-acceptor displacement `r`
with force constant `K` at temperature `T` (in energy units). -/
def weight (K T r : ℝ) : ℝ := exp (-K * r ^ 2 / (2 * T))

/-- Thermal average of `f` over the normalised Boltzmann weight. -/
def thermalAvg (K T : ℝ) (f : ℝ → ℝ) : ℝ :=
  (∫ r, f r * weight K T r) / ∫ r, weight K T r

/-- Proton vibrational overlap `S0 exp(-α r)` at displacement `r`. -/
def overlap (S0 α r : ℝ) : ℝ := S0 * exp (-α * r)

/-- Thermal average of the squared overlap. -/
def avgSqOverlap (S0 α K T : ℝ) : ℝ := thermalAvg K T (fun r => overlap S0 α r ^ 2)

/-- Gating factor: the averaged squared overlap for unit prefactor. -/
def gatingFactor (α K T : ℝ) : ℝ := avgSqOverlap 1 α K T

/-- H/D ratio of the gating factors. -/
def gatingRatio (αH αD K T : ℝ) : ℝ := gatingFactor αH K T / gatingFactor αD K T

/-- Mean displacement under the Boltzmann weight multiplied by the squared overlap. -/
def effectiveDisplacement (S0 α K T : ℝ) : ℝ :=
  (∫ r, r * (overlap S0 α r ^ 2 * weight K T r)) / ∫ r, overlap S0 α r ^ 2 * weight K T r

/-- The Boltzmann weight is integrable, and its integral is `√(2πT/K)` and positive. -/
theorem weight_integral {K T : ℝ} (hK : 0 < K) (hT : 0 < T) :
    Integrable (weight K T) ∧ ∫ r, weight K T r = sqrt (2 * π * T / K) ∧
      0 < ∫ r, weight K T r := by
  have hb : 0 < K / (2 * T) := by positivity
  have hw : ∀ r : ℝ, weight K T r = exp (-(K / (2 * T)) * r ^ 2) := by
    intro r
    unfold weight
    rw [show -K * r ^ 2 / (2 * T) = -(K / (2 * T)) * r ^ 2 by ring]
  have hI : ∫ r, weight K T r = sqrt (2 * π * T / K) :=
    calc ∫ r, weight K T r = ∫ r : ℝ, exp (-(K / (2 * T)) * r ^ 2) :=
          integral_congr_ae (Filter.Eventually.of_forall hw)
      _ = sqrt (π / (K / (2 * T))) := integral_gaussian _
      _ = sqrt (2 * π * T / K) := by
          congr 1
          field_simp
  refine ⟨?_, hI, ?_⟩
  · have e : weight K T = fun r : ℝ => exp (-(K / (2 * T)) * r ^ 2) := funext hw
    rw [e]
    exact integrable_exp_neg_mul_sq hb
  · rw [hI]
    exact Real.sqrt_pos.mpr (by positivity)

/-- Completing the square: the squared overlap times the weight at `r` equals
`S0² exp(2α²T/K)` times the weight at `r + 2αT/K`. -/
theorem complete_square (S0 α : ℝ) {K T : ℝ} (hK : K ≠ 0) (hT : T ≠ 0) (r : ℝ) :
    overlap S0 α r ^ 2 * weight K T r =
      S0 ^ 2 * exp (2 * α ^ 2 * T / K) * weight K T (r + 2 * α * T / K) := by
  unfold overlap weight
  have h : exp (-α * r) ^ 2 * exp (-K * r ^ 2 / (2 * T)) =
      exp (2 * α ^ 2 * T / K) * exp (-K * (r + 2 * α * T / K) ^ 2 / (2 * T)) := by
    rw [pow_two (exp _), ← exp_add, ← exp_add, ← exp_add]
    congr 1
    field_simp
    ring
  linear_combination S0 ^ 2 * h

/-- The squared overlap is integrable against the weight, and its thermal average is
`S0² exp(2α²T/K)`. -/
theorem avgSqOverlap_eq (S0 α : ℝ) {K T : ℝ} (hK : 0 < K) (hT : 0 < T) :
    Integrable (fun r => overlap S0 α r ^ 2 * weight K T r) ∧
      avgSqOverlap S0 α K T = S0 ^ 2 * exp (2 * α ^ 2 * T / K) := by
  obtain ⟨hi, -, hp⟩ := weight_integral hK hT
  have hf : (fun r => overlap S0 α r ^ 2 * weight K T r) = fun r =>
      S0 ^ 2 * exp (2 * α ^ 2 * T / K) * weight K T (r + 2 * α * T / K) :=
    funext (complete_square S0 α hK.ne' hT.ne')
  constructor
  · rw [hf]
    exact (hi.comp_add_right _).const_mul _
  · show (∫ r, overlap S0 α r ^ 2 * weight K T r) / (∫ r, weight K T r) = _
    -- the shifted Gaussian has the same integral as the weight itself
    rw [hf, integral_const_mul, integral_add_right_eq_self (weight K T)]
    exact mul_div_cancel_right₀ _ hp.ne'

/-- The H/D ratio of the gating factors is `exp(-2(αD² - αH²)T/K)`. -/
theorem gatingRatio_eq (αH αD : ℝ) {K T : ℝ} (hK : 0 < K) (hT : 0 < T) :
    gatingRatio αH αD K T = exp (-(2 * (αD ^ 2 - αH ^ 2) * T / K)) := by
  unfold gatingRatio gatingFactor
  rw [(avgSqOverlap_eq 1 αH hK hT).2, (avgSqOverlap_eq 1 αD hK hT).2]
  simp only [one_pow, one_mul]
  rw [← exp_sub]
  congr 1
  ring

/-- The H/D gating ratio is below 1 exactly when `αH² < αD²`. -/
theorem gatingRatio_lt_one_iff (αH αD : ℝ) {K T : ℝ} (hK : 0 < K) (hT : 0 < T) :
    gatingRatio αH αD K T < 1 ↔ αH ^ 2 < αD ^ 2 := by
  have hexp : ∀ x : ℝ, exp x < 1 ↔ x < 0 := fun x => by rw [← exp_zero, exp_lt_exp]
  rw [gatingRatio_eq αH αD hK hT, hexp, neg_lt_zero, lt_div_iff₀ hK, zero_mul]
  constructor
  · intro h
    by_contra hn
    have h' : αD ^ 2 ≤ αH ^ 2 := not_lt.mp hn
    nlinarith [mul_nonneg (sub_nonneg.mpr h') hT.le]
  · intro h
    exact mul_pos (mul_pos two_pos (sub_pos.mpr h)) hT

/-- For `αD > αH > 0` the H/D gating ratio is below 1 at every positive temperature and
strictly decreasing in the temperature. -/
theorem gatingRatio_lt_one_and_strictAnti {αH αD K : ℝ} (hH : 0 < αH) (hHD : αH < αD)
    (hK : 0 < K) :
    (∀ T, 0 < T → gatingRatio αH αD K T < 1) ∧
      StrictAntiOn (fun T => gatingRatio αH αD K T) (Set.Ioi 0) := by
  have hsq : αH ^ 2 < αD ^ 2 := by
    nlinarith [mul_pos (sub_pos.mpr hHD) (add_pos hH (hH.trans hHD))]
  refine ⟨fun T hT => (gatingRatio_lt_one_iff αH αD hK hT).mpr hsq, ?_⟩
  intro T₁ h₁ T₂ h₂ h12
  show gatingRatio αH αD K T₂ < gatingRatio αH αD K T₁
  rw [gatingRatio_eq αH αD hK (Set.mem_Ioi.mp h₁), gatingRatio_eq αH αD hK (Set.mem_Ioi.mp h₂)]
  exact exp_lt_exp.mpr (neg_lt_neg (div_lt_div_of_pos_right
    (mul_lt_mul_of_pos_left h12 (mul_pos two_pos (sub_pos.mpr hsq))) hK))

/-- For nonzero prefactors and `αH² < αD²`, the H/D ratio of averaged squared overlaps is
below 1 exactly when `T` exceeds `K ln(SH²/SD²) / (2(αD² - αH²))`. -/
theorem overlapRatio_lt_one_iff {SH SD αH αD K T : ℝ} (hSH : SH ≠ 0) (hSD : SD ≠ 0)
    (hα : αH ^ 2 < αD ^ 2) (hK : 0 < K) (hT : 0 < T) :
    avgSqOverlap SH αH K T / avgSqOverlap SD αD K T < 1 ↔
      K * log (SH ^ 2 / SD ^ 2) / (2 * (αD ^ 2 - αH ^ 2)) < T := by
  have hexp : ∀ x : ℝ, exp x < 1 ↔ x < 0 := fun x => by rw [← exp_zero, exp_lt_exp]
  have hq : 0 < SH ^ 2 / SD ^ 2 := by positivity
  have hΔ : 0 < 2 * (αD ^ 2 - αH ^ 2) := mul_pos two_pos (sub_pos.mpr hα)
  -- the ratio as a single exponential
  have h : avgSqOverlap SH αH K T / avgSqOverlap SD αD K T =
      exp (log (SH ^ 2 / SD ^ 2) + (2 * αH ^ 2 * T / K - 2 * αD ^ 2 * T / K)) := by
    rw [exp_add, exp_log hq, (avgSqOverlap_eq SH αH hK hT).2, (avgSqOverlap_eq SD αD hK hT).2,
      mul_div_mul_comm, exp_sub]
  have e : 2 * αH ^ 2 * T / K - 2 * αD ^ 2 * T / K = -(T * (2 * (αD ^ 2 - αH ^ 2)) / K) := by
    ring
  rw [h, hexp, e, ← sub_eq_add_neg, sub_lt_zero, lt_div_iff₀ hK, div_lt_iff₀ hΔ, mul_comm K]

/-- For `S0 ≠ 0` the first moment of the overlap-weighted distribution converges, and the
mean displacement under it is `-2αT/K`. -/
theorem effectiveDisplacement_eq {S0 K T : ℝ} (α : ℝ) (hS : S0 ≠ 0) (hK : 0 < K)
    (hT : 0 < T) :
    Integrable (fun r => r * (overlap S0 α r ^ 2 * weight K T r)) ∧
      effectiveDisplacement S0 α K T = -(2 * α * T / K) := by
  obtain ⟨hi, -, hp⟩ := weight_integral hK hT
  obtain ⟨m, hm⟩ : ∃ m, m = 2 * α * T / K := ⟨_, rfl⟩
  obtain ⟨C, hC⟩ : ∃ C, C = S0 ^ 2 * exp (2 * α ^ 2 * T / K) := ⟨_, rfl⟩
  have hC0 : C ≠ 0 := by
    rw [hC]
    exact mul_ne_zero (pow_ne_zero 2 hS) (exp_pos _).ne'
  have hs : ∀ r, overlap S0 α r ^ 2 * weight K T r = C * weight K T (r + m) := by
    intro r
    rw [hm, hC]
    exact complete_square S0 α hK.ne' hT.ne' r
  have h1 : Integrable (fun r : ℝ => r * weight K T r) := by
    have e : (fun r : ℝ => r * weight K T r) = fun r => r * exp (-(K / (2 * T)) * r ^ 2) := by
      funext r
      unfold weight
      rw [show -K * r ^ 2 / (2 * T) = -(K / (2 * T)) * r ^ 2 by ring]
    rw [e]
    exact integrable_mul_exp_neg_mul_sq (by positivity)
  -- the first moment of the even weight vanishes
  have h0 : ∫ r : ℝ, r * weight K T r = 0 := by
    have e : (fun r : ℝ => -r * weight K T (-r)) = fun r => -(r * weight K T r) := by
      funext r
      unfold weight
      rw [neg_sq, neg_mul r]
    have h : ∫ r : ℝ, -r * weight K T (-r) = ∫ r : ℝ, r * weight K T r :=
      integral_neg_eq_self (fun r : ℝ => r * weight K T r) volume
    rw [e, integral_neg] at h
    linarith
  have hg : Integrable (fun r : ℝ => C * (r * weight K T r - m * weight K T r)) :=
    (h1.sub (hi.const_mul m)).const_mul C
  have hf : (fun r => r * (overlap S0 α r ^ 2 * weight K T r)) =
      fun r => C * ((r + m) * weight K T (r + m) - m * weight K T (r + m)) := by
    funext r
    rw [hs]
    ring
  have hn : ∫ r, r * (overlap S0 α r ^ 2 * weight K T r) = C * (0 - m * ∫ r, weight K T r) :=
    calc ∫ r, r * (overlap S0 α r ^ 2 * weight K T r)
        = ∫ r, C * ((r + m) * weight K T (r + m) - m * weight K T (r + m)) := by rw [hf]
      _ = ∫ r, C * (r * weight K T r - m * weight K T r) :=
          integral_add_right_eq_self (fun r => C * (r * weight K T r - m * weight K T r)) m
      _ = C * (0 - m * ∫ r, weight K T r) := by
          rw [integral_const_mul, integral_sub h1 (hi.const_mul m), h0, integral_const_mul]
  have hd : ∫ r, overlap S0 α r ^ 2 * weight K T r = C * ∫ r, weight K T r := by
    have e : (fun r => overlap S0 α r ^ 2 * weight K T r) = fun r => C * weight K T (r + m) :=
      funext hs
    rw [e, integral_const_mul, integral_add_right_eq_self (weight K T)]
  constructor
  · rw [hf]
    exact hg.comp_add_right m
  · unfold effectiveDisplacement
    rw [hn, hd, ← hm, div_eq_iff (mul_ne_zero hC0 hp.ne')]
    ring

end

end ProtonGating
```

```lean
#print axioms ProtonGating.gatingRatio_lt_one_and_strictAnti
#print axioms ProtonGating.overlapRatio_lt_one_iff
#print axioms ProtonGating.effectiveDisplacement_eq
```

```
'ProtonGating.gatingRatio_lt_one_and_strictAnti' depends on axioms: [propext, Classical.choice, Quot.sound]
'ProtonGating.overlapRatio_lt_one_iff' depends on axioms: [propext, Classical.choice, Quot.sound]
'ProtonGating.effectiveDisplacement_eq' depends on axioms: [propext, Classical.choice, Quot.sound]
```

### Remarks

`weight_integral` states that $w$ is integrable with integral $Z>0$. It rewrites the weight as $e^{-br^2}$ and applies `integral_gaussian` and `integrable_exp_neg_mul_sq`. Lean assigns the value 0 to the integral of a non-integrable function and to division by zero, which is why integrability is stated next to the values and positivity of $Z$ is proved.

`complete_square` is the pointwise identity and needs only $K\neq0$ and $T\neq0$. The `exp_add` rewrites merge each side into one exponential, `field_simp` and `ring` check the expansion of the square, and `linear_combination` restores $S_0^2$.

`avgSqOverlap_eq` is the main result, valid for all real $S_0$ and $\alpha$. The shift is `integral_add_right_eq_self`, and $Z$ cancels by `mul_div_cancel_right₀`.

`gatingRatio_eq` combines two such averages by `exp_sub`. `gatingRatio_lt_one_iff` gives the criterion $\alpha_H^2<\alpha_D^2$ in both directions, with no sign condition on the decay constants. `gatingRatio_lt_one_and_strictAnti` is the second claim of the question. There `hsq` comes from the factorised product above, and `StrictAntiOn` on `Set.Ioi 0` says that $0<T_1<T_2$ implies $R(T_2)<R(T_1)$ at fixed $K$, $\alpha_H$, $\alpha_D$.

`overlapRatio_lt_one_iff` writes the ratio as one exponential through `exp_log hq`, where the nonzero prefactors are used, and then clears the positive denominators $K$ and $\Delta$. It separates two statements: $R<1$ concerns the gating factors alone, while for $S_H^2>S_D^2$ the ratio of full averaged overlaps falls below 1 only above a positive threshold temperature.

In `effectiveDisplacement_eq`, `h0` is the oddness argument: `integral_neg_eq_self` makes the first moment of $w$ equal to its own negative. The steps `hn` and `hd` are the numerator $C(0-mZ)$ and the denominator $CZ$. For $\alpha>0$ the mean lies at negative $r$, the side on which $|S|$ is larger.

The order of squaring and averaging can go wrong in both the derivation and the definition. Averaging $S$ first replaces $2\alpha$ by $\alpha$ in the completed square, and by the same algebra, which the file does not carry out, one would get $\langle S\rangle^2=S_0^2e^{\alpha^2T/K}$, with half the exponent. In `avgSqOverlap` the square sits inside the function passed to `thermalAvg`, as `fun r => overlap S0 α r ^ 2`.
